# Satisfiable parity constraints hold in every ground state of classical Ising spins in local fields once their strength exceeds the summed absolute fields

## One spin, one constraint

Take a single spin $s=\pm1$ in a field $J$, and reward the value $s=+1$ with a constraint term of strength $C$:

$$E(s)=Js-Cs=(J-C)s .$$

If $J>0$, the field prefers $s=-1$, which violates the constraint. Going from $+1$ to $-1$ lowers the field energy by $2J$ and raises the constraint energy by $2C$. For $C>J$ the only minimiser is $s=+1$; at $C=J$ the two configurations are degenerate; for $C<J$ the violating one wins.

With many spins and constraints the comparison is the same. A violation costs at least $2C$, and the fields can repay only a bounded amount. If some configuration satisfies all constraints, a large enough $C$ therefore keeps violations out of the ground states.

This bears on parity encodings of optimisation problems, where product constraints single out the valid configurations, in the restricted setting of a finite classical energy function with no transverse field or other off-diagonal term.

## Spins, parities and energy

Let $\iota$ be the set of sites and $\alpha$ a set of labels for the constraints. Both are made finite below, where sums over them are needed.

```lean
import Mathlib

open Finset

namespace ParityConstraintStrength

noncomputable section

variable {ι α : Type*}
```

A configuration assigns a sign to each site. In Lean it is a map `s : ι → ℤˣ`, since the units of the integers are exactly $1$ and $-1$. The function `spin` reads such a sign as a real number, written $s_e$ for site $e$. It plays the role of the eigenvalue of a Pauli $Z$ operator in a computational basis state.

```lean
/-- The real value `+1` or `-1` of a sign. -/
def spin (u : ℤˣ) : ℝ := ((u : ℤ) : ℝ)
```

The parity of $s$ on a finite set $A$ of sites is

$$P_A(s)=\prod_{e\in A}s_e ,$$

with $P_\emptyset(s)=1$.

```lean
/-- The parity of a configuration on a finite set of sites: the product of its spins there. -/
def parity (A : Finset ι) (s : ι → ℤˣ) : ℝ := ∏ e ∈ A, spin (s e)
```

Constraint $a$ consists of a set $A_a$ and a prescribed sign $b_a$. The configuration satisfies all constraints when $P_{A_a}(s)=b_a$ for every $a$. The sets may overlap or repeat, and no lattice geometry is assumed.

```lean
/-- The configuration `s` has the prescribed parity `b a` on every constraint set `A a`. -/
def Satisfies (A : α → Finset ι) (b : α → ℤˣ) (s : ι → ℤˣ) : Prop :=
  ∀ a, parity (A a) s = spin (b a)
```

The real local fields $J_e$ give the field energy

$$F(s)=\sum_e J_e s_e .$$

```lean
/-- The energy of the spins in the local fields `J`. -/
def fieldEnergy [Fintype ι] (J : ι → ℝ) (s : ι → ℤˣ) : ℝ := ∑ e, J e * spin (s e)
```

The full energy subtracts the constraint terms, all with the same strength $C$:

$$E(s)=F(s)-C\sum_a b_a P_{A_a}(s).$$

With this sign convention, a positive $J_e$ favours $s_e=-1$, and a positive $C$ favours satisfied constraints.

```lean
/-- The field energy together with parity constraints of strength `C` and prescribed signs `b`. -/
def energy [Fintype ι] [Fintype α] (J : ι → ℝ) (C : ℝ) (A : α → Finset ι) (b : α → ℤˣ)
    (s : ι → ℤˣ) : ℝ :=
  fieldEnergy J s - C * ∑ a, spin (b a) * parity (A a) s
```

## Every parity is a sign

The two signs have the real values $1$ and $-1$, and there are no others.

```lean
lemma spin_one : spin 1 = 1 := by simp [spin]

lemma spin_neg_one : spin (-1) = -1 := by simp [spin]

lemma spin_sign (u : ℤˣ) : spin u = 1 ∨ spin u = -1 := by
  rcases Int.units_eq_one_or u with h | h
  · left; rw [h, spin_one]
  · right; rw [h, spin_neg_one]
```

Hence each spin squares to one.

```lean
lemma spin_mul_self (u : ℤˣ) : spin u * spin u = 1 := by
  rcases spin_sign u with h | h <;> rw [h] <;> norm_num
```

The same follows for a parity, because the square of a product is the product of the squares:

$$P_A(s)^2=\prod_{e\in A}s_e^2=1 ,\qquad\text{so}\qquad P_A(s)=\pm1 .$$

The proof merges the two products with `Finset.prod_mul_distrib` and evaluates each factor by the preceding lemma.

```lean
/-- Every parity is `+1` or `-1`. -/
theorem parity_sign (A : Finset ι) (s : ι → ℤˣ) : parity A s = 1 ∨ parity A s = -1 := by
  apply mul_self_eq_one_iff.mp
  unfold parity
  rw [← Finset.prod_mul_distrib]
  exact Finset.prod_eq_one fun e _ => spin_mul_self (s e)
```

## A violation costs at least $2C$

Let $m$ be the number of constraints, `Fintype.card α` in Lean. If $s$ satisfies them all, then $b_aP_{A_a}(s)=b_a^2=1$ for each $a$, and

$$E(s)=F(s)-Cm .$$

```lean
variable [Fintype ι] [Fintype α]

/-- If all constraints hold, the energy is the field energy minus `C` for each constraint. -/
theorem energy_of_satisfies (J : ι → ℝ) (C : ℝ) {A : α → Finset ι} {b : α → ℤˣ}
    {s : ι → ℤˣ} (h : Satisfies A b s) :
    energy J C A b s = fieldEnergy J s - C * (Fintype.card α : ℝ) := by
  have h1 : ∀ a, spin (b a) * parity (A a) s = 1 := by
    intro a
    rw [h a]
    exact spin_mul_self _
  unfold energy
  simp only [h1, Finset.sum_const, Finset.card_univ, nsmul_eq_mul, mul_one]
```

Suppose instead that $s$ violates constraint $a_0$. Both $b_{a_0}$ and $P_{A_{a_0}}(s)$ are signs, and they differ, so their product is $-1$. Every other product is at most $1$. Therefore

$$\sum_a b_aP_{A_a}(s)\le m-2 ,$$

and for $C\ge0$

$$E(s)\ge F(s)-Cm+2C .$$

In the proof, `hterm` states that each deficit $1-b_aP_{A_a}(s)$ is nonnegative, and `hbad` that the product at $a_0$ is $-1$. The deficit at $a_0$ is thus $2$, and `Finset.single_le_sum` bounds it by the total deficit. Multiplication by $C$ gives the energy bound.

```lean
/-- If `C` is nonnegative and some constraint is violated, the energy is at least `2 * C` above the
field energy minus `C` for each constraint. -/
theorem energy_of_violation (J : ι → ℝ) {C : ℝ} (hC : 0 ≤ C) {A : α → Finset ι}
    {b : α → ℤˣ} {s : ι → ℤˣ} (h : ¬ Satisfies A b s) :
    fieldEnergy J s - C * (Fintype.card α : ℝ) + 2 * C ≤ energy J C A b s := by
  unfold Satisfies at h
  obtain ⟨a₀, ha₀⟩ := not_forall.mp h
  have hterm : ∀ a, 0 ≤ 1 - spin (b a) * parity (A a) s := by
    intro a
    rcases spin_sign (b a) with h1 | h1 <;> rcases parity_sign (A a) s with h2 | h2 <;>
      rw [h1, h2] <;> norm_num
  -- the violated constraint contributes with the wrong sign
  have hbad : spin (b a₀) * parity (A a₀) s = -1 := by
    rcases spin_sign (b a₀) with h1 | h1 <;> rcases parity_sign (A a₀) s with h2 | h2 <;>
      rw [h1, h2] at ha₀ ⊢ <;> first | exact (ha₀ rfl).elim | norm_num
  have hsum : 1 - spin (b a₀) * parity (A a₀) s
      ≤ ∑ a, (1 - spin (b a) * parity (A a) s) :=
    Finset.single_le_sum (f := fun a => 1 - spin (b a) * parity (A a) s)
      (fun a _ => hterm a) (Finset.mem_univ a₀)
  rw [hbad, Finset.sum_sub_distrib] at hsum
  simp only [Finset.sum_const, Finset.card_univ, nsmul_eq_mul, mul_one] at hsum
  have hS : ∑ a, spin (b a) * parity (A a) s ≤ (Fintype.card α : ℝ) - 2 := by linarith
  have hmul := mul_le_mul_of_nonneg_left hS hC
  unfold energy
  linarith
```

## What the fields can repay

Compare any configuration $s$ with a reference configuration $t$. Site $e$ contributes $J_e(t_e-s_e)$ to $F(t)-F(s)$. This is zero if $s_e=t_e$, and $2J_et_e$ if $s_e=-t_e$. In both cases it is at most $2\max(J_et_e,0)$, so

$$F(t)-F(s)\le 2\sum_e\max(J_et_e,0).$$

Only sites where $t$ points against its field preference contribute to the bound. The Lean proof makes the same comparison site by site, running through the four combinations of signs.

```lean
/-- The field energy of `t` exceeds that of any `s` by at most twice the sum of the positive
local energies of `t`. -/
theorem fieldEnergy_sub_le (J : ι → ℝ) (s t : ι → ℤˣ) :
    fieldEnergy J t - fieldEnergy J s ≤ 2 * ∑ e, max (J e * spin (t e)) 0 := by
  unfold fieldEnergy
  rw [← Finset.sum_sub_distrib, Finset.mul_sum]
  apply Finset.sum_le_sum
  intro e _
  have h1 := le_max_left (J e * spin (t e)) 0
  have h2 := le_max_right (J e * spin (t e)) 0
  rcases spin_sign (t e) with ht | ht <;> rcases spin_sign (s e) with hs | hs <;>
    simp only [ht, hs] at h1 h2 ⊢ <;> linarith
```

## Minimisers satisfy all constraints

Now let $t$ satisfy all constraints, and assume

$$C>\sum_e\max(J_et_e,0).$$

The existence of $t$ is a hypothesis, `ht`. Physically, it says that the prescribed parities are mutually compatible; contradictory ones would leave some constraint violated at any strength. The bound on $C$ says that $2C$, the cost of each violated constraint, exceeds the largest field energy that could be gained by flipping spins of $t$, which is $2\sum_e\max(J_et_e,0)$. It also forces $C>0$, so the violation estimate applies. Since $\max(J_et_e,0)\le|J_e|$ at every site, the simpler condition $C>\sum_e|J_e|$ implies this bound for any prescribed signs and any satisfying $t$.

Suppose that a minimiser $s$ violated a constraint. Then

$$F(s)-Cm+2C\le E(s)\le E(t)=F(t)-Cm ,$$

and consequently

$$2C\le F(t)-F(s)\le2\sum_e\max(J_et_e,0)<2C ,$$

a contradiction. In the theorem, `hs` expresses that $s$ is a global minimiser: its energy is at most that of every configuration `u`. The facts `h1`, `h2` and `h3` are the inequalities just used, and `linarith` combines them.

```lean
/-- Let `t` satisfy all constraints. If `C` exceeds the sum of the positive local energies
of `t`, every minimiser of the energy satisfies all constraints. -/
theorem minimiser_satisfies {J : ι → ℝ} {C : ℝ} {A : α → Finset ι} {b : α → ℤˣ}
    {t : ι → ℤˣ} (ht : Satisfies A b t) (hC : ∑ e, max (J e * spin (t e)) 0 < C)
    {s : ι → ℤˣ} (hs : ∀ u, energy J C A b s ≤ energy J C A b u) :
    Satisfies A b s := by
  by_contra hv
  have h0 : 0 ≤ ∑ e, max (J e * spin (t e)) 0 :=
    Finset.sum_nonneg fun e _ => le_max_right _ _
  -- compare the violating minimiser with the reference configuration
  have h1 := energy_of_violation J (h0.trans hC.le) hv
  have h2 := hs t
  rw [energy_of_satisfies J C ht] at h2
  have h3 := fieldEnergy_sub_le J s t
  linarith
```

## The constrained optimisation problem is recovered

On configurations that satisfy all constraints, $E$ and $F$ differ by the constant $-Cm$. Under the same hypotheses, the minimisers of $E$ are therefore exactly the configurations that minimise $F$ subject to the constraints.

One direction follows at once: a minimiser $s$ of $E$ satisfies the constraints, and comparing it with any other satisfying configuration $u$ gives $F(s)\le F(u)$.

For the converse, let $s$ have the lowest field energy among satisfying configurations. There are finitely many configurations, so $E$ has a global minimiser $g$, and $g$ satisfies the constraints by the previous theorem. For every $u$, satisfying or not,

$$E(s)=F(s)-Cm\le F(g)-Cm=E(g)\le E(u).$$

Lean obtains $g$ from `Finite.exists_min`.

```lean
/-- Under the same bound on `C`, the minimisers of the energy are exactly the configurations
of lowest field energy among those that satisfy all constraints. -/
theorem minimiser_iff {J : ι → ℝ} {C : ℝ} {A : α → Finset ι} {b : α → ℤˣ}
    {t : ι → ℤˣ} (ht : Satisfies A b t) (hC : ∑ e, max (J e * spin (t e)) 0 < C)
    (s : ι → ℤˣ) :
    (∀ u, energy J C A b s ≤ energy J C A b u) ↔
      Satisfies A b s ∧ ∀ u, Satisfies A b u → fieldEnergy J s ≤ fieldEnergy J u := by
  constructor
  · intro hs
    have hsat := minimiser_satisfies ht hC hs
    refine ⟨hsat, fun u hu => ?_⟩
    have h := hs u
    rw [energy_of_satisfies J C hsat, energy_of_satisfies J C hu] at h
    linarith
  · rintro ⟨hsat, hmin⟩ u
    -- a global minimiser exists and satisfies the constraints
    obtain ⟨g, hg⟩ := Finite.exists_min (energy J C A b)
    have hgs := minimiser_satisfies ht hC hg
    have h1 := hmin g hgs
    have h2 := hg u
    rw [energy_of_satisfies J C hgs] at h2
    rw [energy_of_satisfies J C hsat]
    linarith
```

The equivalence concerns minimisers only. It gives no gap above the ground energy and does not order the excited states.

## All products equal to one

Set every prescribed sign to $b_a=1$, so that

$$E(s)=\sum_eJ_es_e-C\sum_a\prod_{e\in A_a}s_e .$$

The all-up configuration, $t_e=1$ at every site, satisfies these constraints whatever the sets $A_a$ are, so compatibility no longer has to be assumed. Moreover,

$$\sum_e\max(J_e,0)\le\sum_e|J_e| ,$$

and the condition $C>\sum_e|J_e|$ is sufficient. Every minimiser then has $\prod_{e\in A_a}s_e=1$ for each $a$.

The theorem writes the energy out explicitly in its hypothesis `hs`. Its proof supplies the all-up reference as `ht`, derives the required bound as `hC'`, and applies `minimiser_satisfies`.

```lean
/-- If `C` exceeds the sum of the absolute fields, every minimiser of
`∑ J_e s_e - C ∑_a ∏_{e ∈ A_a} s_e` has all constraint products equal to `1`. -/
theorem constraint_products_eq_one {J : ι → ℝ} {C : ℝ} (A : α → Finset ι)
    (hC : ∑ e, |J e| < C) {s : ι → ℤˣ}
    (hs : ∀ u : ι → ℤˣ,
      ∑ e, J e * spin (s e) - C * ∑ a, ∏ e ∈ A a, spin (s e) ≤
        ∑ e, J e * spin (u e) - C * ∑ a, ∏ e ∈ A a, spin (u e)) (a : α) :
    ∏ e ∈ A a, spin (s e) = 1 := by
  -- the all-up configuration is the reference
  have ht : Satisfies A (fun _ => 1) (fun _ => 1) := by
    intro a
    simp [parity, spin_one]
  have hC' : ∑ e, max (J e * spin ((fun _ => 1 : ι → ℤˣ) e)) 0 < C := by
    refine lt_of_le_of_lt (Finset.sum_le_sum fun e _ => ?_) hC
    simp only [spin_one, mul_one]
    exact max_le (le_abs_self _) (abs_nonneg _)
  have h := minimiser_satisfies ht hC' (s := s) (by
    intro u
    simp only [energy, fieldEnergy, parity, spin_one, one_mul]
    exact hs u) a
  simpa only [parity, spin_one] using h
```

## The strict inequality is needed

Return to the single spin, with $E(s)=(J-C)s$. The down configuration violates the constraint and has energy $C-J$, against $J-C$ for the up configuration. It is a minimiser exactly when

$$C-J\le J-C\quad\Longleftrightarrow\quad C\le J .$$

For $J\ge0$, both $\sum_e\max(J_et_e,0)$ with $t=+1$ and $\sum_e|J_e|$ equal $J$. At $C=J$ a violating minimiser exists, so neither general condition can be weakened from $>$ to $\ge$. For particular fields and constraint sets, a smaller $C$ may still be enough.

In Lean, the single site and the single constraint label are both the element of `Unit`. The auxiliary statement `he` reduces the energy to $(J-C)s$. Comparison with the up configuration gives $C\le J$, and the two possible signs of `u` settle the converse.

```lean
/-- For one spin in a field `J` with its parity constrained to `+1`, the down configuration
violates the constraint, and it is a minimiser exactly when `C ≤ J`. -/
theorem threshold_sharp (J C : ℝ) :
    ¬ Satisfies (fun _ : Unit => ({()} : Finset Unit)) (fun _ => 1) (fun _ => -1) ∧
    ((∀ u : Unit → ℤˣ,
      energy (fun _ => J) C (fun _ : Unit => ({()} : Finset Unit)) (fun _ => 1) (fun _ => -1) ≤
      energy (fun _ => J) C (fun _ : Unit => ({()} : Finset Unit)) (fun _ => 1) u) ↔
        C ≤ J) := by
  have he : ∀ u : Unit → ℤˣ,
      energy (fun _ => J) C (fun _ : Unit => ({()} : Finset Unit)) (fun _ => 1) u
        = (J - C) * spin (u ()) := by
    intro u
    simp only [energy, fieldEnergy, parity, Finset.univ_unique, Finset.sum_singleton,
      Finset.prod_singleton, spin_one, one_mul]
    change J * spin (u ()) - C * spin (u ()) = _
    ring
  refine ⟨fun h => ?_, fun h => ?_, fun h u => ?_⟩
  · have h1 := h ()
    simp only [parity, Finset.prod_singleton, spin_one, spin_neg_one] at h1
    linarith
  · have h1 := h (fun _ => 1)
    rw [he, he] at h1
    simp only [spin_one, spin_neg_one] at h1
    linarith
  · rw [he, he]
    simp only [spin_neg_one]
    rcases spin_sign (u ()) with hu | hu
    · rw [hu]
      linarith
    · exact le_of_eq (by rw [hu])

end

end ParityConstraintStrength
```

```lean
#print axioms ParityConstraintStrength.minimiser_iff
-- 'ParityConstraintStrength.minimiser_iff' depends on axioms: [propext, Classical.choice, Quot.sound]
#print axioms ParityConstraintStrength.constraint_products_eq_one
-- 'ParityConstraintStrength.constraint_products_eq_one' depends on axioms: [propext, Classical.choice, Quot.sound]
#print axioms ParityConstraintStrength.threshold_sharp
-- 'ParityConstraintStrength.threshold_sharp' depends on axioms: [propext, Classical.choice, Quot.sound]
```
